# One nonzero imaginary-time step splits exactly if and only if the two Hermitian matrices commute

For Hermitian complex $n\times n$ matrices $A$ and $B$,

$$e^{A+B}=e^A e^B \quad\Longleftrightarrow\quad AB=BA .$$

Consequently, for any one real $\tau\neq 0$, the imaginary-time step $e^{-\tau(A+B)}$ equals $e^{-\tau A}e^{-\tau B}$ exactly when $A$ and $B$ commute. A single real-time step can miss non-commutation: the two-level Hamiltonians $6\pi\sigma_z$ and $8\pi\sigma_x$, with $\sigma_z,\sigma_x$ the Pauli matrices, do not commute, yet their step $e^{-itH}$ of length $t=1$, in units with $\hbar=1$, splits exactly.

## Split steps in projection and thermal codes

Many methods for ground-state projection and thermal sampling apply $e^{-\tau H}$, often with $H=A+B$ split into kinetic and potential parts that are each easy to exponentiate. When both parts are represented by finite Hermitian matrices, the result says that the two-factor step has a splitting error at every nonzero $\tau$ unless the parts commute. No special step length removes it. In real time, special lengths can do so for some non-commuting pairs.

## From Hermiticity of the product to the commutator

**Diagonal matrices.** Let $D=\mathrm{diag}(d_i)$ with real $d_i$, let $E=\mathrm{diag}(e^{d_i})$, and suppose $EY=YE$. Element by element,

$$(e^{d_i}-e^{d_j})\,Y_{ij}=0 .$$

Where $Y_{ij}\neq0$, we get $e^{d_i}=e^{d_j}$, hence $d_i=d_j$, because the real exponential is injective. So $d_iY_{ij}=Y_{ij}d_j$ for all $i,j$, which is $DY=YD$.

**Hermitian matrices.** Write $A=VDV^\dagger$ with $V$ unitary, so that $e^A=VEV^\dagger$. If $X$ commutes with $e^A$, then $Y=V^\dagger XV$ commutes with $E$, hence with $D$. Transforming back, $X$ commutes with $A$.

**The product.** Since $e^A$ and $e^B$ are Hermitian, $(e^Ae^B)^\dagger=e^Be^A$. If $e^{A+B}=e^Ae^B$, the left side is Hermitian, so the right side is too, and $e^Ae^B=e^Be^A$. The previous step with $X=e^B$ shows that $A$ commutes with $e^B$. The same step for $B$, with $X=A$, gives $AB=BA$.

**The converse.** If $AB=BA$, the binomial theorem applies and

$$e^{A+B}=\sum_m\sum_{k=0}^m\frac{A^kB^{m-k}}{k!\,(m-k)!}=e^Ae^B .$$

**The step length.** The matrices $-\tau A$ and $-\tau B$ are Hermitian, and their commutator is $\tau^2(AB-BA)$. For $\tau\neq0$ it vanishes exactly when $AB=BA$.

**The real-time exception.** The matrices $6\pi\sigma_z$ and $8\pi\sigma_x$ have eigenvalues $\pm6\pi$ and $\pm8\pi$. Their sum is traceless and squares to $(36+64)\pi^2=100\pi^2$ times the identity, so its eigenvalues are $\pm10\pi$. All are integer multiples of $2\pi$, so all three operators $e^{-iH}$ are the identity, and the splitting reads $1=1\cdot1$. The $(0,1)$ elements of the two products, counting from zero, are $48\pi^2$ and $-48\pi^2$, so the matrices do not commute.

## The Lean source

```lean
import Mathlib

open Matrix
open NormedSpace (exp)

namespace ImaginaryTimeSplitting

noncomputable section

variable {n : Type*} [Fintype n] [DecidableEq n]

/-- The imaginary-time propagator `exp(-τH)`. -/
def imagStep (τ : ℝ) (H : Matrix n n ℂ) : Matrix n n ℂ := exp ((-(τ : ℂ)) • H)

/-- The real-time propagator `exp(-itH)`, in units with `ħ = 1`. -/
def realStep (t : ℝ) (H : Matrix n n ℂ) : Matrix n n ℂ := exp ((-(Complex.I * t)) • H)

/-- The exponential of a diagonalised matrix is found by exponentiating its eigenvalues. -/
theorem exp_diagonalised (V W : Matrix n n ℂ) (h : V * W = 1) (d : n → ℂ) :
    exp (V * diagonal d * W) = V * diagonal (fun i => Complex.exp (d i)) * W := by
  let U : (Matrix n n ℂ)ˣ := ⟨V, W, h, mul_eq_one_comm.mp h⟩
  have hd : exp d = fun i => Complex.exp (d i) := by
    funext i
    simp [Complex.exp_eq_exp_ℂ]
  have hU := Matrix.exp_units_conj U (diagonal d)
  rw [Matrix.exp_diagonal, hd] at hU
  exact hU

/-- A matrix that commutes with the diagonal matrix of the numbers `exp(d i)`, with all `d i`
real, commutes with the diagonal matrix of the `d i`. -/
theorem commute_diagonal_of_exp (d : n → ℝ) (Y : Matrix n n ℂ)
    (h : diagonal (fun i => Complex.exp (d i)) * Y
      = Y * diagonal (fun i => Complex.exp (d i))) :
    diagonal (fun i => (d i : ℂ)) * Y = Y * diagonal (fun i => (d i : ℂ)) := by
  ext i j
  have hij := congrFun (congrFun h i) j
  rw [diagonal_mul, mul_diagonal] at hij ⊢
  by_cases hY : Y i j = 0
  · simp [hY]
  · -- a nonzero element links only equal levels, as the real exponential is injective
    have hc : Complex.exp (d i) = Complex.exp (d j) :=
      mul_right_cancel₀ hY (hij.trans (mul_comm _ _))
    have hr : Real.exp (d i) = Real.exp (d j) := by exact_mod_cast hc
    rw [Real.exp_injective hr, mul_comm]

/-- Whatever commutes with `exp(A)`, for Hermitian `A`, commutes with `A` itself. -/
theorem commute_of_commute_exp {A X : Matrix n n ℂ} (hA : A.IsHermitian)
    (h : exp A * X = X * exp A) : A * X = X * A := by
  -- diagonalise `A` with real eigenvalues
  obtain ⟨V, W, d, hVW, hAd⟩ : ∃ (V W : Matrix n n ℂ) (d : n → ℝ), V * W = 1 ∧
      A = V * diagonal (fun i => (d i : ℂ)) * W :=
    ⟨hA.eigenvectorUnitary, star (hA.eigenvectorUnitary : Matrix n n ℂ), hA.eigenvalues,
      Matrix.mem_unitaryGroup_iff.mp hA.eigenvectorUnitary.2,
      hA.spectral_theorem.trans (Unitary.conjStarAlgAut_apply _ _)⟩
  have hWV : W * V = 1 := mul_eq_one_comm.mp hVW
  rw [hAd, exp_diagonalised V W hVW] at h
  -- pass to the eigenbasis, where `X` becomes `W * X * V`
  have key := commute_diagonal_of_exp d (W * X * V) (by
    generalize diagonal (fun i => Complex.exp (d i)) = E at h ⊢
    calc E * (W * X * V) = (W * V) * E * W * X * V := by
          rw [hWV, one_mul]; simp only [mul_assoc]
      _ = W * ((V * E * W) * X) * V := by simp only [mul_assoc]
      _ = W * (X * (V * E * W)) * V := by rw [h]
      _ = W * X * V * E * (W * V) := by simp only [mul_assoc]
      _ = W * X * V * E := by rw [hWV, mul_one])
  rw [hAd]
  generalize diagonal (fun i => (d i : ℂ)) = D at key ⊢
  -- and back to the original basis
  calc V * D * W * X = V * D * W * X * (V * W) := by rw [hVW, mul_one]
    _ = V * (D * (W * X * V)) * W := by simp only [mul_assoc]
    _ = V * (W * X * V * D) * W := by rw [key]
    _ = (V * W) * (X * (V * D * W)) := by simp only [mul_assoc]
    _ = X * (V * D * W) := by rw [hVW, one_mul]

/-- For Hermitian `A` and `B`, the product `exp(A) exp(B)` is Hermitian if and only if
`A` and `B` commute. -/
theorem exp_mul_exp_isHermitian_iff {A B : Matrix n n ℂ}
    (hA : A.IsHermitian) (hB : B.IsHermitian) :
    (exp A * exp B).IsHermitian ↔ A * B = B * A := by
  constructor
  · intro h
    have h' := h.eq
    rw [conjTranspose_mul, hA.exp.eq, hB.exp.eq] at h'
    -- remove the two exponentials one after the other
    exact (commute_of_commute_exp hB (commute_of_commute_exp hA h'.symm).symm).symm
  · intro h
    rw [← Matrix.exp_add_of_commute A B h]
    exact (hA.add hB).exp

/-- For Hermitian `A` and `B`, the single equation `exp(A+B) = exp(A) exp(B)` holds if and
only if `A` and `B` commute. -/
theorem exp_add_eq_iff_commute {A B : Matrix n n ℂ}
    (hA : A.IsHermitian) (hB : B.IsHermitian) :
    exp (A + B) = exp A * exp B ↔ A * B = B * A := by
  constructor
  · intro h
    have hH := (hA.add hB).exp
    rw [h] at hH
    exact (exp_mul_exp_isHermitian_iff hA hB).mp hH
  · intro h
    exact Matrix.exp_add_of_commute A B h

/-- One imaginary-time step of nonzero length `τ` under `A + B`, with `A` and `B` Hermitian,
splits exactly into a step under `B` followed by one under `A` if and only if they commute. -/
theorem imagStep_add_iff_commute {A B : Matrix n n ℂ} (hA : A.IsHermitian)
    (hB : B.IsHermitian) {τ : ℝ} (hτ : τ ≠ 0) :
    imagStep τ (A + B) = imagStep τ A * imagStep τ B ↔ A * B = B * A := by
  have hs : ∀ {M : Matrix n n ℂ}, M.IsHermitian → ((-(τ : ℂ)) • M).IsHermitian := by
    intro M hM
    unfold Matrix.IsHermitian
    rw [conjTranspose_smul, hM.eq]
    simp
  have hc : (-(τ : ℂ)) * (-(τ : ℂ)) ≠ 0 := by
    have h0 : (-(τ : ℂ)) ≠ 0 := neg_ne_zero.mpr (Complex.ofReal_ne_zero.mpr hτ)
    exact mul_ne_zero h0 h0
  unfold imagStep
  rw [smul_add, exp_add_eq_iff_commute (hs hA) (hs hB), smul_mul_smul_comm,
    smul_mul_smul_comm]
  exact (smul_right_injective (Matrix n n ℂ) hc).eq_iff

/-- If a diagonalisable matrix has only integer multiples of `2π` as eigenvalues, its
real-time propagator over unit time is the identity. -/
theorem realStep_eq_one (V W : Matrix n n ℂ) (h : V * W = 1) (k : n → ℤ) :
    realStep 1 (V * diagonal (fun i => 2 * (Real.pi : ℂ) * k i) * W) = 1 := by
  have hs : (-(Complex.I * (1 : ℝ))) • diagonal (fun i => 2 * (Real.pi : ℂ) * k i)
      = diagonal (fun i => -(Complex.I * (1 : ℝ)) * (2 * (Real.pi : ℂ) * k i)) := by
    ext i j
    by_cases hij : i = j
    · subst hij; simp
    · simp [hij]
  have he : ∀ i, Complex.exp (-(Complex.I * (1 : ℝ)) * (2 * (Real.pi : ℂ) * k i)) = 1 := by
    intro i
    refine Complex.exp_eq_one_iff.mpr ⟨-k i, ?_⟩
    push_cast
    ring
  unfold realStep
  rw [← smul_mul_assoc, ← mul_smul_comm, hs, exp_diagonalised V W h]
  simp only [he, diagonal_one, mul_one, h]

/-- The two-level Hamiltonian `6π σ_z`. -/
def hZ : Matrix (Fin 2) (Fin 2) ℂ := !![6 * Real.pi, 0; 0, -(6 * Real.pi)]

/-- The two-level Hamiltonian `8π σ_x`. -/
def hX : Matrix (Fin 2) (Fin 2) ℂ := !![0, 8 * Real.pi; 8 * Real.pi, 0]

/-- The Hermitian matrices `6π σ_z` and `8π σ_x` do not commute, yet their real-time step of
unit length splits exactly; their imaginary-time step splits for no nonzero length. -/
theorem realStep_misses_noncommutation :
    hZ.IsHermitian ∧ hX.IsHermitian ∧ hZ * hX ≠ hX * hZ ∧
    realStep 1 (hZ + hX) = realStep 1 hZ * realStep 1 hX ∧
    ∀ τ : ℝ, τ ≠ 0 → imagStep τ (hZ + hX) ≠ imagStep τ hZ * imagStep τ hX := by
  have hz : hZ.IsHermitian := by
    ext i j
    fin_cases i <;> fin_cases j <;> simp [hZ, mul_comm]
  have hx : hX.IsHermitian := by
    ext i j
    fin_cases i <;> fin_cases j <;> simp [hX, mul_comm]
  have hne : hZ * hX ≠ hX * hZ := by
    intro h
    have e1 : (hZ * hX) 0 1 = 48 * (Real.pi : ℂ) ^ 2 := by
      simp [hZ, hX, Matrix.mul_apply, Fin.sum_univ_two]
      ring
    have e2 : (hX * hZ) 0 1 = -(48 * (Real.pi : ℂ) ^ 2) := by
      simp [hZ, hX, Matrix.mul_apply, Fin.sum_univ_two]
      ring
    rw [h] at e1
    exact pow_ne_zero 2 (Complex.ofReal_ne_zero.mpr Real.pi_ne_zero)
      (by linear_combination (1 / 96 : ℂ) * e2 - (1 / 96 : ℂ) * e1)
  -- all three unit-time propagators are the identity
  have uz : realStep 1 hZ = 1 := by
    convert realStep_eq_one (1 : Matrix (Fin 2) (Fin 2) ℂ) 1 (one_mul 1) ![3, -3] using 2
    rw [one_mul, mul_one]
    ext i j
    fin_cases i <;> fin_cases j <;> simp [hZ] <;> ring
  have ux : realStep 1 hX = 1 := by
    convert realStep_eq_one !![1, 1; 1, -1] !![1 / 2, 1 / 2; 1 / 2, -1 / 2]
      (by ext i j; fin_cases i <;> fin_cases j <;>
            norm_num [Matrix.mul_apply, Fin.sum_univ_two]) ![4, -4] using 2
    ext i j
    fin_cases i <;> fin_cases j <;>
      simp [hX, Matrix.mul_apply, Fin.sum_univ_two, Matrix.vecMul_diagonal] <;> ring
  have us : realStep 1 (hZ + hX) = 1 := by
    convert realStep_eq_one !![2, -1; 1, 2] !![2 / 5, 1 / 5; -1 / 5, 2 / 5]
      (by ext i j; fin_cases i <;> fin_cases j <;>
            norm_num [Matrix.mul_apply, Fin.sum_univ_two]) ![5, -5] using 2
    ext i j
    fin_cases i <;> fin_cases j <;>
      simp [hZ, hX, Matrix.mul_apply, Fin.sum_univ_two, Matrix.vecMul_diagonal] <;> ring
  refine ⟨hz, hx, hne, by rw [us, uz, ux, one_mul], fun τ hτ h => ?_⟩
  exact hne ((imagStep_add_iff_commute hz hx hτ).mp h)

end

end ImaginaryTimeSplitting
```

```lean
#print axioms ImaginaryTimeSplitting.imagStep_add_iff_commute
#print axioms ImaginaryTimeSplitting.realStep_misses_noncommutation
```

```
'ImaginaryTimeSplitting.imagStep_add_iff_commute' depends on axioms: [propext, Classical.choice, Quot.sound]
'ImaginaryTimeSplitting.realStep_misses_noncommutation' depends on axioms: [propext, Classical.choice, Quot.sound]
```

## Finite Hermitian matrices and one exact equation

The main theorem, `exp_add_eq_iff_commute`, takes two matrices over a finite index type `n`, each with the hypothesis `IsHermitian`, and states the equivalence above. `exp` is the true matrix exponential, not a truncated series. `imagStep τ H` is $e^{-\tau H}$ and `realStep t H` is $e^{-itH}$ with $\hbar=1$. In `imagStep_add_iff_commute`, $\tau$ may have either sign, and the step under $B$ acts first. The names `hZ` and `hX` denote the Hamiltonians $6\pi\sigma_z$ and $8\pi\sigma_x$, prefactors included. `realStep_misses_noncommutation` states that they are Hermitian, do not commute, split exactly at $t=1$, and fail to split in imaginary time for every $\tau\neq0$.

The proof has the same order as the derivation:

- `exp_diagonalised` exponentiates eigenvalues, with `W` as the inverse of `V`.
- `commute_diagonal_of_exp` compares matrix elements and separates the cases $Y_{ij}=0$ and $Y_{ij}\neq0$.
- `commute_of_commute_exp` takes $V$ and the real $d_i$ from the spectral theorem. Its two `calc` blocks are the passage to the eigenbasis and back.
- `exp_mul_exp_isHermitian_iff` applies that lemma twice, and the main theorem supplies the Hermiticity of $e^{A+B}$.
- `realStep_eq_one` handles eigenvalues $2\pi k_i$ with integer $k_i$. It is used with $k=\pm3,\pm4,\pm5$. The eigenvector columns supplied for `hX` and for the sum are unnormalised; normalised, they are $(1,\pm1)/\sqrt2$ for `hX`, and $(2,1)/\sqrt5$ and $(-1,2)/\sqrt5$ for the sum.

The step left to the user is the one from the grid or basis-set matrix to the continuum Hamiltonian, whose kinetic energy is an unbounded operator. The theorems also give no size for the splitting error, so a residual at rounding level in a computed step does not establish commutation. They concern the two-factor product only. The symmetric product $e^{-\tau B/2}e^{-\tau A}e^{-\tau B/2}$ is Hermitian for every Hermitian pair, so the Hermiticity argument says nothing about it.

**Smallest cases.** For $n=1$ all matrices commute and every step splits, so the two-level pair has the smallest size at which splitting can fail. At $\tau=0$ both sides are the identity for any pair, which is why $\tau=0$ is excluded.

**A whole family of steps as the hypothesis.** The statement could have required $e^{s(A+B)}=e^{sA}e^{sB}$ for all real $s$. Comparing second derivatives at $s=0$ then gives $(A+B)^2=A^2+2AB+B^2$, hence $BA=AB$, for arbitrary complex matrices. That version would include unitary propagators and need no Hermiticity, but it would no longer draw its conclusion from one step.
